# Three cell sizes determine the infinite-cell energy when the finite-size error is exactly a/L + b/L³

Suppose the energies of three periodic cells, with distinct positive edge lengths L, are exactly e + a/L + b/L³, with the same real e, a and b for all three. The theorem `fit_energy_eq` states that the infinite-cell energy e is then given by an explicit formula, a combination of the three energies with weights that depend only on the lengths. The form of the finite-size error is assumed, not derived from a Hamiltonian. The proof takes an earlier result, `extrapolation_error`, which gives the error of the formula when the energies contain a further term c/L⁵, and sets c = 0, so that the error vanishes.

An attempt in Lean 4 with a fault in it:

```lean
import Mathlib

open Matrix

namespace SupercellExtrapolation

noncomputable section

/-- The energy of a periodic cell of edge length `L`: the infinite-cell energy `E` plus
finite-size terms `a / L` and `b / L ^ 3`. -/
def cellEnergy (E a b L : ℝ) : ℝ := E + a / L + b / L ^ 3

/-- A weighted combination of the energies of three cells, with weights that depend only on
the cell lengths. -/
def extrapolatedEnergy (L E : Fin 3 → ℝ) : ℝ :=
  (L 0 ^ 3 * (L 1 + L 2) / ((L 1 - L 0) * (L 2 - L 0)) * E 0
    - L 1 ^ 3 * (L 0 + L 2) / ((L 1 - L 0) * (L 2 - L 1)) * E 1
    + L 2 ^ 3 * (L 0 + L 1) / ((L 2 - L 0) * (L 2 - L 1)) * E 2)
  / (L 0 * L 1 + L 1 * L 2 + L 0 * L 2)

/-- If the cell energies contain a further term `c / L ^ 5`, the extrapolated energy differs
from the infinite-cell energy `e` by `c` times an explicit function of the three lengths. -/
theorem extrapolation_error {L E : Fin 3 → ℝ} (hL : ∀ i, 0 < L i)
    (hinj : Function.Injective L) {e a b c : ℝ}
    (hE : ∀ i, E i = cellEnergy e a b (L i) + c / L i ^ 5) :
    extrapolatedEnergy L E - e =
      c * ((L 0 + L 1) * (L 1 + L 2) * (L 0 + L 2)
        / ((L 0 * L 1 * L 2) ^ 2 * (L 0 * L 1 + L 1 * L 2 + L 0 * L 2))) := by
  have h0 := hL 0
  have h1 := hL 1
  have h2 := hL 2
  have d10 : L 1 - L 0 ≠ 0 := sub_ne_zero.mpr (hinj.ne (by decide))
  have d20 : L 2 - L 0 ≠ 0 := sub_ne_zero.mpr (hinj.ne (by decide))
  have d21 : L 2 - L 1 ≠ 0 := sub_ne_zero.mpr (hinj.ne (by decide))
  have hP : L 0 * L 1 + L 1 * L 2 + L 0 * L 2 ≠ 0 := by positivity
  have n0 := h0.ne'
  have n1 := h1.ne'
  have n2 := h2.ne'
  unfold extrapolatedEnergy
  rw [hE 0, hE 1, hE 2]
  unfold cellEnergy
  -- clear all denominators and compare polynomials in the lengths
  generalize L 0 = u at *
  generalize L 1 = v at *
  generalize L 2 = w at *
  field_simp
  ring

/-- The infinite-cell energy of any fit through three distinct positive cell lengths is given
by the closed formula `extrapolatedEnergy`. -/
theorem fit_energy_eq {L E : Fin 3 → ℝ} (hL : ∀ i, 0 < L i)
    (hinj : Function.Injective L) {e a b : ℝ}
    (hE : ∀ i, E i = cellEnergy e a b (L i)) : e = extrapolatedEnergy L E := by
  have h := extrapolation_error (c := 0) hL hinj
    (fun i => by rw [hE i, zero_div, add_zero])
  rw [zero_mul] at h
  linarith

end

end SupercellExtrapolation
```

Compiling this gives:

```
Main.lean:55:21: error: Tactic `rewrite` failed: Did not find an occurrence of the pattern
  E i
in the target expression
  ?m.18 i = cellEnergy ?m.19 ?m.20 ?m.21 (L i) + 0 / L i ^ 5

L E : Fin 3 → ℝ
hL : ∀ (i : Fin 3), 0 < L i
hinj : Function.Injective L
e a b : ℝ
hE : ∀ (i : Fin 3), E i = cellEnergy e a b (L i)
i : Fin 3
⊢ ?m.18 i = cellEnergy ?m.19 ?m.20 ?m.21 (L i) + 0 / L i ^ 5
Main.lean:53:77: error: unsolved goals
L E : Fin 3 → ℝ
hL : ∀ (i : Fin 3), 0 < L i
hinj : Function.Injective L
e a b : ℝ
hE : ∀ (i : Fin 3), E i = cellEnergy e a b (L i)
⊢ e = extrapolatedEnergy L E
```

Diagnosis. In `extrapolation_error` the arguments `E`, `e`, `a` and `b` are implicit. The call fixes `c`, and `hL` and `hinj` fix `L`, but the other four could only be learnt from the last argument, which is itself a tactic proof. The `have` states no type that would supply them either. So `rw [hE i]` meets a goal whose left side is `?m.18 i`, with an unknown function where `E` should be. `rw` looks for an occurrence of `E i` and doesn't fill in the unknown to make one, so it fails.

The second message follows from the first. With the `have` failed, the main goal is left unproved, and `h` is missing from its context.

The repair names the four values in the call. The goal inside the `fun` becomes `E i = cellEnergy e a b (L i) + 0 / L i ^ 5`, where `hE i` rewrites the left side, and `zero_div` and `add_zero` remove the extra term. The remaining lines then work unchanged.

The repair, with which the file compiles:

```diff
@@ -52,5 +52,5 @@
     (hinj : Function.Injective L) {e a b : ℝ}
     (hE : ∀ i, E i = cellEnergy e a b (L i)) : e = extrapolatedEnergy L E := by
-  have h := extrapolation_error (c := 0) hL hinj
+  have h := extrapolation_error (E := E) (e := e) (a := a) (b := b) (c := 0) hL hinj
     (fun i => by rw [hE i, zero_div, add_zero])
   rw [zero_mul] at h
```
